# The action of a harmonic oscillator with slowly drifting frequency changes by at most order $e$ over times of order $1/e$

Let $w$ be a positive, twice continuously differentiable function on $\mathbb R$, and let $T$ be real. There is a constant $C$ such that, for every drift rate $e>0$, every real solution of $x''+w(et)^2x=0$ has an action $I=(x'^2+w(et)^2x^2)/(2w(et))$ satisfying $|I(t)-I(0)|\le C\,e\,I(0)$ for $0\le t\le T/e$.

In Lean 4 with Mathlib:

```lean
import Mathlib

open Set

namespace AdiabaticOscillator

noncomputable section

/-- Position `x` and velocity `p` of an oscillator whose frequency `w (e t)` drifts at rate `e`:
`x' = p` and `p' = -w(et)² x`. -/
def IsMotion (w : ℝ → ℝ) (e : ℝ) (x p : ℝ → ℝ) : Prop :=
  ∀ t, HasDerivAt x (p t) t ∧ HasDerivAt p (-(w (e * t)) ^ 2 * x t) t

/-- The instantaneous energy of the oscillator (unit mass). -/
def energy (w : ℝ → ℝ) (e : ℝ) (x p : ℝ → ℝ) (t : ℝ) : ℝ :=
  (p t ^ 2 + w (e * t) ^ 2 * x t ^ 2) / 2

/-- The action: energy divided by instantaneous frequency. -/
def action (w : ℝ → ℝ) (e : ℝ) (x p : ℝ → ℝ) (t : ℝ) : ℝ :=
  (p t ^ 2 + w (e * t) ^ 2 * x t ^ 2) / (2 * w (e * t))

/-- The coefficient `w' / (2 w²)` as a function of slow time. -/
def adiabaticity (w : ℝ → ℝ) (s : ℝ) : ℝ := deriv w s / (2 * w s ^ 2)

/-- The action with its first-order correction `e w'/(2w²) x p`. -/
def correctedAction (w : ℝ → ℝ) (e : ℝ) (x p : ℝ → ℝ) (t : ℝ) : ℝ :=
  action w e x p t + e * adiabaticity w (e * t) * (x t * p t)

variable {w x p : ℝ → ℝ} {e : ℝ}

/-- The product of position and velocity is bounded by the action. -/
theorem abs_mul_le_action (hpos : ∀ s, 0 < w s) (t : ℝ) :
    |x t * p t| ≤ action w e x p t := by
  have h0 := hpos (e * t)
  unfold action
  rw [le_div_iff₀ (by positivity)]
  rcases abs_cases (x t * p t) with ⟨h, _⟩ | ⟨h, _⟩ <;> rw [h] <;>
    nlinarith [sq_nonneg (p t - w (e * t) * x t), sq_nonneg (p t + w (e * t) * x t)]

/-- Chain rule for a function of slow time `e t`. -/
theorem slow_hasDerivAt {f : ℝ → ℝ} (hf : Differentiable ℝ f) (e t : ℝ) :
    HasDerivAt (fun s => f (e * s)) (deriv f (e * t) * e) t := by
  have h1 : HasDerivAt (fun s : ℝ => e * s) e t :=
    ((hasDerivAt_id' t).const_mul e).congr_deriv (mul_one e)
  exact (hf (e * t)).hasDerivAt.comp t h1

/-- The action changes at the rate `e w' (w² x² - p²) / (2 w²)`. -/
theorem action_hasDerivAt (hd : Differentiable ℝ w) (hpos : ∀ s, 0 < w s)
    (hm : IsMotion w e x p) (t : ℝ) :
    HasDerivAt (action w e x p)
      (e * deriv w (e * t) * (w (e * t) ^ 2 * x t ^ 2 - p t ^ 2) / (2 * w (e * t) ^ 2)) t := by
  have h0 := hpos (e * t)
  have hW := slow_hasDerivAt hd e t
  obtain ⟨hx, hp⟩ := hm t
  have hq := ((hp.fun_pow 2).fun_add ((hW.fun_pow 2).fun_mul (hx.fun_pow 2))).fun_div
    (hW.const_mul 2) (by positivity)
  refine hq.congr_deriv ?_
  simp only [Nat.cast_ofNat, Nat.reduceSub, pow_one]
  field_simp
  ring

/-- If `|w'| ≤ K w` up to slow time `T`, the action grows at most like `exp (K e t)`. -/
theorem action_le_exp (hd : Differentiable ℝ w) (hpos : ∀ s, 0 < w s) (he : 0 < e)
    (hm : IsMotion w e x p) {K T : ℝ} (hK : ∀ s ∈ Icc 0 T, |deriv w s| ≤ K * w s)
    {t : ℝ} (ht : 0 ≤ t) (htT : e * t ≤ T) :
    action w e x p t ≤ action w e x p 0 * Real.exp (K * e * t) := by
  have hf := fun s : ℝ => (action_hasDerivAt hd hpos hm s).fun_mul
    (((hasDerivAt_id' s).const_mul (-(K * e))).exp)
  -- the action times the decaying exponential cannot increase
  have hanti : AntitoneOn (fun s => action w e x p s * Real.exp (-(K * e) * s)) (Icc 0 t) := by
    refine antitoneOn_of_deriv_nonpos (convex_Icc 0 t)
      (fun s _ => (hf s).continuousAt.continuousWithinAt)
      (fun s _ => (hf s).differentiableAt.differentiableWithinAt) ?_
    intro s hs
    rw [interior_Icc] at hs
    rw [(hf s).deriv]
    have h0 := hpos (e * s)
    have hk := hK (e * s) ⟨mul_nonneg he.le hs.1.le,
      (mul_le_mul_of_nonneg_left hs.2.le he.le).trans htT⟩
    have hD : |w (e * s) ^ 2 * x s ^ 2 - p s ^ 2| ≤ p s ^ 2 + w (e * s) ^ 2 * x s ^ 2 := by
      have h1 : 0 ≤ w (e * s) ^ 2 * x s ^ 2 := by positivity
      have h2 := sq_nonneg (p s)
      rw [abs_le]
      constructor <;> linarith
    have h1 : deriv w (e * s) * (w (e * s) ^ 2 * x s ^ 2 - p s ^ 2)
        ≤ K * w (e * s) * (p s ^ 2 + w (e * s) ^ 2 * x s ^ 2) := by
      refine (le_abs_self _).trans ?_
      rw [abs_mul]
      exact mul_le_mul hk hD (abs_nonneg _) ((abs_nonneg _).trans hk)
    have h2 : e * deriv w (e * s) * (w (e * s) ^ 2 * x s ^ 2 - p s ^ 2) / (2 * w (e * s) ^ 2)
        ≤ K * e * action w e x p s := by
      calc _ = e / (2 * w (e * s) ^ 2)
            * (deriv w (e * s) * (w (e * s) ^ 2 * x s ^ 2 - p s ^ 2)) := by ring
        _ ≤ e / (2 * w (e * s) ^ 2)
            * (K * w (e * s) * (p s ^ 2 + w (e * s) ^ 2 * x s ^ 2)) :=
          mul_le_mul_of_nonneg_left h1 (by positivity)
        _ = K * e * action w e x p s := by
          unfold action
          field_simp
    have h3 := mul_le_mul_of_nonneg_right h2 (Real.exp_pos (-(K * e) * s)).le
    linarith
  have h := hanti (left_mem_Icc.2 ht) (right_mem_Icc.2 ht) ht
  simp only [mul_zero, Real.exp_zero, mul_one] at h
  have hE : Real.exp (-(K * e) * t) * Real.exp (K * e * t) = 1 := by
    rw [← Real.exp_add, ← Real.exp_zero]
    congr 1
    ring
  calc action w e x p t
      = action w e x p t * Real.exp (-(K * e) * t) * Real.exp (K * e * t) := by
        rw [mul_assoc (action w e x p t), hE, mul_one]
    _ ≤ _ := mul_le_mul_of_nonneg_right h (Real.exp_pos _).le

/-- The corrected action changes at the rate `e² g' x p`, where `g'` is the derivative of
`adiabaticity w` at slow time `e t`. -/
theorem correctedAction_hasDerivAt (hd : Differentiable ℝ w) (hpos : ∀ s, 0 < w s)
    (hg : Differentiable ℝ (adiabaticity w)) (hm : IsMotion w e x p) (t : ℝ) :
    HasDerivAt (correctedAction w e x p)
      (e ^ 2 * deriv (adiabaticity w) (e * t) * (x t * p t)) t := by
  have h0 := hpos (e * t)
  obtain ⟨hx, hp⟩ := hm t
  have h := (action_hasDerivAt hd hpos hm t).fun_add
    (((slow_hasDerivAt hg e t).const_mul e).fun_mul (hx.fun_mul hp))
  refine h.congr_deriv ?_
  generalize deriv (adiabaticity w) (e * t) = g'
  simp only [adiabaticity]
  field_simp
  ring

/-- Adiabatic invariance: up to time `T / e` the action of every motion stays within
`C e I(0)` of its initial value, with `C` depending only on the frequency profile and `T`. -/
theorem adiabatic_invariance (hw : ContDiff ℝ 2 w) (hpos : ∀ s, 0 < w s) (T : ℝ) :
    ∃ C : ℝ, ∀ e : ℝ, 0 < e → ∀ x p : ℝ → ℝ, IsMotion w e x p →
      ∀ t, 0 ≤ t → t ≤ T / e →
        |action w e x p t - action w e x p 0| ≤ C * e * action w e x p 0 := by
  have h2 : ContDiff ℝ (1 + 1) w := by
    rw [one_add_one_eq_two]
    exact hw
  have hd : Differentiable ℝ w := (contDiff_succ_iff_deriv.1 h2).1
  have hc : ContDiff ℝ 1 (deriv w) := (contDiff_succ_iff_deriv.1 h2).2.2
  have hw1 : ContDiff ℝ 1 w := contDiff_one_iff_deriv.2 ⟨hd, hc.continuous⟩
  have hg : ContDiff ℝ 1 (adiabaticity w) :=
    hc.div (contDiff_const.mul (hw1.pow 2)) (fun s => by have := hpos s; positivity)
  obtain ⟨hgd, hgc⟩ := contDiff_one_iff_deriv.1 hg
  -- bounds on the compact slow-time interval
  have hcomp : IsCompact (Icc (0 : ℝ) T) := isCompact_Icc
  obtain ⟨K, hK⟩ := hcomp.exists_bound_of_continuousOn
    (hc.continuous.div hd.continuous (fun s => (hpos s).ne')).continuousOn
  obtain ⟨G, hG⟩ := hcomp.exists_bound_of_continuousOn hg.continuous.continuousOn
  obtain ⟨G', hG'⟩ := hcomp.exists_bound_of_continuousOn hgc.continuousOn
  refine ⟨G * (Real.exp (K * T) + 1) + G' * Real.exp (K * T) * T, ?_⟩
  intro e he x p hm t ht htT
  have het : e * t ≤ T := by
    rw [mul_comm]
    exact (le_div_iff₀ he).1 htT
  have hmem : ∀ s ∈ Icc 0 t, e * s ∈ Icc 0 T := fun s hs =>
    ⟨mul_nonneg he.le hs.1, (mul_le_mul_of_nonneg_left hs.2 he.le).trans het⟩
  have m0 : (0 : ℝ) ∈ Icc 0 t := left_mem_Icc.2 ht
  have mt : t ∈ Icc 0 t := right_mem_Icc.2 ht
  have hK0 : 0 ≤ K := (norm_nonneg _).trans (hK _ (hmem 0 m0))
  have hG0 : 0 ≤ G := (norm_nonneg _).trans (hG _ (hmem 0 m0))
  have hG'0 : 0 ≤ G' := (norm_nonneg _).trans (hG' _ (hmem 0 m0))
  have hI0 : 0 ≤ action w e x p 0 := (abs_nonneg _).trans (abs_mul_le_action hpos 0)
  have hKw : ∀ s ∈ Icc 0 T, |deriv w s| ≤ K * w s := by
    intro s hs
    have h : |deriv w s / w s| ≤ K := hK s hs
    rwa [abs_div, abs_of_pos (hpos s), div_le_iff₀ (hpos s)] at h
  have hI : ∀ s ∈ Icc 0 t, |x s * p s| ≤ action w e x p 0 * Real.exp (K * T) := by
    intro s hs
    refine (abs_mul_le_action hpos s).trans
      ((action_le_exp hd hpos he hm hKw hs.1 (hmem s hs).2).trans ?_)
    refine mul_le_mul_of_nonneg_left (Real.exp_le_exp.2 ?_) hI0
    rw [mul_assoc]
    exact mul_le_mul_of_nonneg_left (hmem s hs).2 hK0
  -- the corrected action changes by at most a constant times `e² t`, hence a constant times `e`
  have hJ := Convex.norm_image_sub_le_of_norm_hasDerivWithin_le
    (C := e ^ 2 * (G' * (action w e x p 0 * Real.exp (K * T))))
    (fun s _ => (correctedAction_hasDerivAt hd hpos hgd hm s).hasDerivWithinAt)
    (fun s hs => by
      rw [Real.norm_eq_abs, abs_mul (_ * _), abs_mul (e ^ 2), abs_of_nonneg (sq_nonneg e),
        mul_assoc]
      exact mul_le_mul_of_nonneg_left
        (mul_le_mul (hG' _ (hmem s hs)) (hI s hs) (abs_nonneg _) hG'0) (sq_nonneg e))
    (convex_Icc 0 t) m0 mt
  rw [Real.norm_eq_abs, Real.norm_eq_abs, sub_zero, abs_of_nonneg ht] at hJ
  have hA : 0 ≤ e * (G' * (action w e x p 0 * Real.exp (K * T))) := by positivity
  have hT := mul_le_mul_of_nonneg_left het hA
  -- the correction itself is at most a constant times `e` at both ends
  have b1 : |adiabaticity w (e * t) * (x t * p t)|
      ≤ G * (action w e x p 0 * Real.exp (K * T)) := by
    rw [abs_mul]
    exact mul_le_mul (hG _ (hmem t mt)) (hI t mt) (abs_nonneg _) hG0
  have b0 : |adiabaticity w (e * 0) * (x 0 * p 0)| ≤ G * action w e x p 0 := by
    rw [abs_mul]
    exact mul_le_mul (hG _ (hmem 0 m0)) (abs_mul_le_action hpos 0) (abs_nonneg _) hG0
  have c1 := mul_le_mul_of_nonneg_left (abs_le.1 b1).1 he.le
  have c2 := mul_le_mul_of_nonneg_left (abs_le.1 b1).2 he.le
  have c3 := mul_le_mul_of_nonneg_left (abs_le.1 b0).1 he.le
  have c4 := mul_le_mul_of_nonneg_left (abs_le.1 b0).2 he.le
  obtain ⟨j1, j2⟩ := abs_le.1 hJ
  unfold correctedAction at j1 j2
  rw [abs_le]
  constructor <;> linarith

/-- Up to time `T / e` the energy follows the frequency: it equals `w(et)/w(0)` times its
initial value, up to an error of at most `C e E(0)`. -/
theorem energy_follows_frequency (hw : ContDiff ℝ 2 w) (hpos : ∀ s, 0 < w s) (T : ℝ) :
    ∃ C : ℝ, ∀ e : ℝ, 0 < e → ∀ x p : ℝ → ℝ, IsMotion w e x p →
      ∀ t, 0 ≤ t → t ≤ T / e →
        |energy w e x p t - w (e * t) / w 0 * energy w e x p 0| ≤ C * e * energy w e x p 0 := by
  obtain ⟨C, hC⟩ := adiabatic_invariance hw hpos T
  have hcomp : IsCompact (Icc (0 : ℝ) T) := isCompact_Icc
  obtain ⟨M, hM⟩ := hcomp.exists_bound_of_continuousOn hw.continuous.continuousOn
  refine ⟨M * C / w 0, ?_⟩
  intro e he x p hm t ht htT
  have h := hC e he x p hm t ht htT
  have het : e * t ≤ T := by
    rw [mul_comm]
    exact (le_div_iff₀ he).1 htT
  have hMt : w (e * t) ≤ M := (le_abs_self _).trans (hM _ ⟨mul_nonneg he.le ht, het⟩)
  have hE : ∀ s, energy w e x p s = w (e * s) * action w e x p s := by
    intro s
    have h0 := (hpos (e * s)).ne'
    unfold energy action
    field_simp
  have h00 := (hpos 0).ne'
  have e1 : energy w e x p t - w (e * t) / w 0 * energy w e x p 0
      = w (e * t) * (action w e x p t - action w e x p 0) := by
    rw [hE t, hE 0, mul_zero, ← mul_assoc, div_mul_cancel₀ _ h00]
    ring
  have e2 : M * C / w 0 * e * energy w e x p 0 = M * (C * e * action w e x p 0) := by
    rw [hE 0, mul_zero]
    field_simp
  rw [e1, e2, abs_mul, abs_of_pos (hpos _)]
  exact mul_le_mul hMt h (abs_nonneg _) ((hpos _).le.trans hMt)

end

end AdiabaticOscillator
```

```lean
#print axioms AdiabaticOscillator.energy_follows_frequency
```

```
'AdiabaticOscillator.energy_follows_frequency' depends on axioms: [propext, Classical.choice, Quot.sound]
```

## One constant for all slow drifts and all amplitudes

In `adiabatic_invariance`, the frequency profile `w` and the horizon `T` are fixed first, then `C` is chosen, and only then do the rate `e` and the motion enter. The same $C$ therefore serves every $e>0$ and every initial condition. Taking $T=1$ gives the interval $0\le t\le 1/e$, and no upper limit on $e$ is needed.

A motion is a pair of functions: the position `x` and the velocity `p`, which is also the momentum because the mass is one. `IsMotion` requires $x'=p$ and $p'=-w(et)^2x$ at every real time, which is the second-order equation written as a first-order system. `ContDiff ℝ 2 w` is the smoothness assumption, and `hpos` says that the frequency never reaches zero, so at every moment the force on a displaced oscillator points back towards $x=0$.

The second theorem, `energy_follows_frequency`, concerns the energy $E=(p^2+w(et)^2x^2)/2$. For $0\le t\le T/e$, the energy at time $t$ is $E(0)\,w(et)/w(0)$, up to an error of at most a constant times $e\,E(0)$.

## An ellipse that changes shape but nearly keeps its area

At frozen frequency $w$, the orbit in the $(x,p)$ plane is an ellipse with semi-axes $\sqrt{2E}/w$ and $\sqrt{2E}$. Its area is $2\pi E/w=2\pi I$. The frequency may change by a large factor while $et$ runs from $0$ to $T$, and the energy then changes with it, but for small $e$ the area stays nearly constant.

Semiclassical quantisation sets $I=(n+\tfrac12)\hbar$, so for this single, linear, classical oscillator the bound is the counterpart of a quantum number that is preserved when a harmonic trap is slowly tightened or relaxed. Anharmonic potentials, coupled modes and damping are not treated, and $C$ is not claimed to be optimal.

## The first-order change is an oscillation

Below, $w$ and its derivative $w'$ are evaluated at the slow time $et$.

**The action controls $xp$.** From $(p\pm wx)^2\ge0$ we get $2w|xp|\le p^2+w^2x^2$, hence $|xp|\le I$. This is `abs_mul_le_action`, where `nlinarith` receives the same two squares.

**The rate of change.** Write $I=p^2/(2w)+wx^2/2$. Differentiation gives
$$I'=\frac{pp'}{w}+wxx'+e\,w'\Big(\frac{x^2}{2}-\frac{p^2}{2w^2}\Big)=e\,w'\,\frac{w^2x^2-p^2}{2w^2},$$
since the first two terms are $-wxp$ and $+wxp$. In `action_hasDerivAt` the chain rule for $w(et)$ comes from `slow_hasDerivAt`, and `field_simp` and `ring` perform the cancellation.

**A crude bound.** Suppose $|w'|\le Kw$ on $[0,T]$. Because $|w^2x^2-p^2|\le p^2+w^2x^2=2wI$, we have $I'\le KeI$. Then $I(t)\exp(-Ket)$ cannot increase, so
$$I(t)\le I(0)\exp(Ket)\le I(0)\exp(KT).$$
The first inequality is `action_le_exp`; the second uses $et\le T$. Together they keep the action bounded, but do not yet make its change small.

**The correction.** Put $g=w'/(2w^2)$, called `adiabaticity` in the file; $e|g|$ is half the fractional change of frequency per radian of phase. Since $(xp)'=p^2-w^2x^2$, the rate above is
$$I'=-e\,g(et)\,(xp)'.$$
The corrected action $J=I+e\,g(et)\,xp$ therefore satisfies
$$J'=-e\,g\,(xp)'+e^2g'\,xp+e\,g\,(xp)'=e^2g'(et)\,xp.$$
The first-order terms have cancelled, as `correctedAction_hasDerivAt` states.

**Collecting the errors.** Because $w$ is positive and twice continuously differentiable, $w'/w$, $g$ and $g'$ are continuous. On the compact interval $[0,T]$ they are bounded in absolute value by constants $K$, $G$ and $G'$. The mean value inequality gives
$$|J(t)-J(0)|\le e^2G'\exp(KT)\,I(0)\,t\le e\,G'T\exp(KT)\,I(0).$$
Returning from $J$ to $I$ costs the two endpoint corrections, at most $e\,G\exp(KT)I(0)$ at time $t$ and $e\,G\,I(0)$ at time $0$. Altogether
$$C=G(\exp(KT)+1)+G'T\exp(KT),$$
which is the constant supplied in `adiabatic_invariance`. There, `exists_bound_of_continuousOn` provides the three bounds, and `linarith` adds the estimates.

**The energy.** Since $E=wI$,
$$E(t)-\frac{w(et)}{w(0)}E(0)=w(et)\,\big(I(t)-I(0)\big).$$
If $w\le M$ on $[0,T]$, the right side is at most $MC\,e\,I(0)=(MC/w(0))\,e\,E(0)$ in absolute value.

## A sudden jump in frequency can halve the action

Without smoothness of $w$ the bound can fail, as an example not contained in the file shows. Take $T=1$, and let $w(s)=1$ for $s<\tfrac12$ and $w(s)=2$ for $s\ge\tfrac12$, so that the jump occurs at $t_*=1/(2e)$. With $\tau=t-t_*$, take
$$x=\sin\tau,\quad p=\cos\tau\quad(\tau<0),\qquad x=\tfrac12\sin2\tau,\quad p=\cos2\tau\quad(\tau\ge0).$$
The oscillator passes through $x=0$ at the jump, so the force vanishes there on both sides and the equations of motion hold at every time. The action is $\tfrac12$ before the jump and $\tfrac14$ after it, however small $e$ is. A change of $\tfrac12I(0)$ cannot stay below $C\,e\,I(0)$ as $e\to0$.
